# Eigenvalue sum and decay-rate bounds for Lindblad generators with traceless jumps

## The generator on $d\times d$ matrices

Let $H$ and finitely many jump operators $L_k$ be complex $d\times d$ matrices. In physics the Hamiltonian $H$ is Hermitian, though the proofs below do not need this. With $\hbar=1$ and the rates absorbed into the jumps, the Lindblad generator is

$$G\rho=-i(H\rho-\rho H)+\sum_k\Big(L_k\rho L_k^\dagger-\tfrac12\big(L_k^\dagger L_k\rho+\rho L_k^\dagger L_k\big)\Big).$$

An eigenvalue $\mu$ has decay rate $-\operatorname{Re}\mu$. Eigenvalues are counted with algebraic multiplicity, so there are $d^2$ of them.

We assume $\operatorname{tr}L_k=0$. This does not restrict the physics: the part of a jump proportional to the identity can be moved into the Hamiltonian without changing $G$.

## The spectrum's sum and average

For traceless jumps, whatever $H$ is,

$$\sum_\mu\mu=-d\sum_k\operatorname{tr}(L_k^\dagger L_k).$$

For $d\ge2$, remove one copy of the eigenvalue $0$ and set

$$\Gamma=\frac{d\sum_k\operatorname{tr}(L_k^\dagger L_k)}{d^2-1}.$$

Some remaining eigenvalue has decay rate at most $\Gamma$, and some remaining eigenvalue has decay rate at least $\Gamma$. For a finite-dimensional, time-independent generator whose zero eigenvalue is simple, $\Gamma$ is thus an upper bound on the dissipative gap, meaning the smallest decay rate among all nonzero eigenvalues.

## Why the Hamiltonian drops out

Let $E_{ij}$ be the matrix units. The map $\rho\mapsto A\rho B$ has diagonal entry $(AE_{ij}B)_{ij}=A_{ii}B_{jj}$, so its trace is

$$\sum_{i,j}A_{ii}B_{jj}=\operatorname{tr}A\,\operatorname{tr}B.$$

Applied to each term of $G$, this gives

$$\operatorname{tr}G=-i(d\operatorname{tr}H-d\operatorname{tr}H)+\sum_k\Big(\operatorname{tr}L_k\operatorname{tr}L_k^\dagger-\tfrac12\cdot2d\operatorname{tr}(L_k^\dagger L_k)\Big).$$

The commutator contributes nothing, and $\operatorname{tr}L_k=0$ removes the first term in the sum. The trace of a complex linear map is the sum of its eigenvalues, which proves the formula.

## One zero eigenvalue, then an average

By cyclicity, $\operatorname{tr}(H\rho)=\operatorname{tr}(\rho H)$, and $\operatorname{tr}(L_k\rho L_k^\dagger)$ cancels the two half-terms. Hence $\operatorname{tr}(G\rho)=0$ for every $\rho$. For $d\ge1$ the identity has trace $d\ne0$, so $G$ never reaches it. A linear map on a finite-dimensional space that is not surjective is not injective, so $0$ is an eigenvalue.

Removing one zero leaves $d^2-1$ eigenvalues with the same sum. Their real parts average to $-\Gamma$; they cannot all lie strictly below the average, nor all strictly above it.

## A decaying two-level system

Take $d=2$, $H=0$ and one jump $L=2|0\rangle\langle1|$, so $L^\dagger L=4|1\rangle\langle1|$. Then

$$\dot\rho_{11}=-4\rho_{11},\quad\dot\rho_{00}=4\rho_{11},\quad\dot\rho_{01}=-2\rho_{01},\quad\dot\rho_{10}=-2\rho_{10}.$$

The eigenvalues $0,-4,-2,-2$ sum to $-8=-2\cdot4$. Here $\Gamma=8/3$, which lies between the rates $2$ and $4$.

## Jumps with nonzero trace

Keeping the term removed above gives, by the same calculation, though without a Lean proof here,

$$\sum_\mu\mu=\sum_k\big(|\operatorname{tr}L_k|^2-d\operatorname{tr}(L_k^\dagger L_k)\big).$$

With $H=0$, the single jump $L=1$ gives $G=0$, and the formula gives a vanishing sum, as it should.

## Matrices, jumps and spectrum in Lean

The type `n` labels basis states, with $d$ = `Fintype.card n`, and `ι` labels the jumps. `sandwich A B` is $\rho\mapsto A\rho B$, `ᴴ` is the adjoint, and `eigenvalues H L` is the multiset of roots of the characteristic polynomial. `H` is any matrix; physics takes it Hermitian. `hL` states tracelessness and `hd` states $d\ge2$. In `decay_rate_bounds`, `.erase 0` removes a single zero, so a degenerate zero is still among the remaining eigenvalues. Infinite-dimensional systems, such as a damped oscillator without truncation, lie beyond these definitions.

```lean
import Mathlib

open Matrix

namespace LindbladSpectralSum

noncomputable section

variable {n ι : Type*} [Fintype n] [DecidableEq n] [Fintype ι]

/-- The linear map `ρ ↦ A ρ B` on matrices. -/
def sandwich (A B : Matrix n n ℂ) : Matrix n n ℂ →ₗ[ℂ] Matrix n n ℂ :=
  LinearMap.mulLeft ℂ A ∘ₗ LinearMap.mulRight ℂ B

/-- The Lindblad generator with Hamiltonian `H` and jump operators `L k`, as a linear map. -/
def lindblad (H : Matrix n n ℂ) (L : ι → Matrix n n ℂ) : Matrix n n ℂ →ₗ[ℂ] Matrix n n ℂ :=
  (-Complex.I) • (sandwich H 1 - sandwich 1 H) +
    ∑ k, (sandwich (L k) (L k)ᴴ -
      (1 / 2 : ℂ) • (sandwich ((L k)ᴴ * L k) 1 + sandwich 1 ((L k)ᴴ * L k)))

/-- The eigenvalues of the Lindblad generator, counted with algebraic multiplicity. -/
def eigenvalues (H : Matrix n n ℂ) (L : ι → Matrix n n ℂ) : Multiset ℂ :=
  (lindblad H L).charpoly.roots

/-- The generator acts by the textbook formula: a commutator with `H` plus the dissipator. -/
theorem lindblad_apply (H : Matrix n n ℂ) (L : ι → Matrix n n ℂ) (ρ : Matrix n n ℂ) :
    lindblad H L ρ = (-Complex.I) • (H * ρ - ρ * H) +
      ∑ k, (L k * ρ * (L k)ᴴ -
        (1 / 2 : ℂ) • ((L k)ᴴ * L k * ρ + ρ * ((L k)ᴴ * L k))) := by
  simp [lindblad, sandwich, LinearMap.sum_apply, Matrix.mul_assoc]

/-- The trace of the linear map `ρ ↦ A ρ B` is the product of the traces of `A` and `B`. -/
theorem trace_sandwich (A B : Matrix n n ℂ) :
    LinearMap.trace ℂ _ (sandwich A B) = A.trace * B.trace := by
  have hrepr : ∀ (M : Matrix n n ℂ) (p : n × n),
      (Matrix.stdBasis ℂ n n).repr M p = M p.1 p.2 := fun _ _ => rfl
  -- the diagonal entry of the map at the matrix unit (i, j) is A i i * B j j
  have hentry : ∀ i j : n, (A * (Matrix.single i j (1 : ℂ) * B)) i j = A i i * B j j := by
    intro i j
    rw [Matrix.mul_apply, Finset.sum_eq_single i]
    · simp
    · intro k _ hk
      simp [hk]
    · simp
  rw [LinearMap.trace_eq_matrix_trace ℂ (Matrix.stdBasis ℂ n n), Matrix.trace,
    Fintype.sum_prod_type]
  simp only [Matrix.diag_apply, LinearMap.toMatrix_apply, hrepr, Matrix.stdBasis_eq_single,
    sandwich, LinearMap.comp_apply, LinearMap.mulLeft_apply, LinearMap.mulRight_apply, hentry]
  simp only [Matrix.trace, Matrix.diag_apply, Finset.sum_mul_sum]

/-- For traceless jumps the eigenvalues, counted with multiplicity, sum to
`-d ∑ tr (L k)ᴴ (L k)`, whatever the matrix `H`. -/
theorem sum_eigenvalues (H : Matrix n n ℂ) (L : ι → Matrix n n ℂ)
    (hL : ∀ k, (L k).trace = 0) :
    (eigenvalues H L).sum = -(Fintype.card n : ℂ) * ∑ k, ((L k)ᴴ * L k).trace := by
  have h : (eigenvalues H L).sum = LinearMap.trace ℂ _ (lindblad H L) := by
    rw [LinearMap.trace_eq_matrix_trace ℂ (Matrix.stdBasis ℂ n n),
      Matrix.trace_eq_sum_roots_charpoly, LinearMap.charpoly_toMatrix, eigenvalues]
  rw [h, lindblad]
  simp only [map_add, map_smul, map_sub, map_sum, trace_sandwich, Matrix.trace_one,
    smul_eq_mul, hL, zero_mul]
  -- the Hamiltonian part has trace zero
  rw [mul_comm (Fintype.card n : ℂ) H.trace, sub_self, mul_zero, zero_add, Finset.mul_sum]
  refine Finset.sum_congr rfl fun k _ => ?_
  ring

/-- The Lindblad generator maps every matrix to a traceless matrix. -/
theorem trace_lindblad_apply (H : Matrix n n ℂ) (L : ι → Matrix n n ℂ) (ρ : Matrix n n ℂ) :
    (lindblad H L ρ).trace = 0 := by
  rw [lindblad_apply, Matrix.trace_add, Matrix.trace_smul, Matrix.trace_sub,
    Matrix.trace_mul_comm H ρ, sub_self, smul_zero, zero_add, Matrix.trace_sum]
  refine Finset.sum_eq_zero fun k _ => ?_
  rw [Matrix.trace_sub, Matrix.trace_smul, Matrix.trace_add, Matrix.trace_mul_cycle,
    Matrix.trace_mul_comm ρ, smul_eq_mul]
  ring

/-- In dimension at least one, zero is an eigenvalue of every Lindblad generator. -/
theorem zero_mem_eigenvalues [Nonempty n] (H : Matrix n n ℂ) (L : ι → Matrix n n ℂ) :
    (0 : ℂ) ∈ eigenvalues H L := by
  have hker : ∃ ρ, ρ ≠ 0 ∧ lindblad H L ρ = 0 := by
    by_contra hn
    have hinj : Function.Injective (lindblad H L) :=
      (injective_iff_map_eq_zero _).2 fun ρ h0 => by_contra fun h => hn ⟨ρ, h, h0⟩
    -- an injective generator would reach the identity, which is not traceless
    obtain ⟨ρ, hρ⟩ := LinearMap.injective_iff_surjective.1 hinj 1
    have ht := trace_lindblad_apply H L ρ
    rw [hρ, Matrix.trace_one] at ht
    exact Fintype.card_ne_zero (Nat.cast_eq_zero.1 ht)
  obtain ⟨ρ, hne, hρ⟩ := hker
  have hev : Module.End.HasEigenvalue (lindblad H L) 0 :=
    Module.End.hasEigenvalue_of_hasEigenvector
      ⟨Module.End.mem_eigenspace_iff.2 (by rw [hρ, zero_smul]), hne⟩
  exact (Polynomial.mem_roots (LinearMap.charpoly_monic _).ne_zero).2
    (Module.End.hasEigenvalue_iff_isRoot_charpoly _ _ |>.1 hev)

/-- If the real parts of a nonempty collection of complex numbers average to `c`, then some
member has real part at least `c` and some member has real part at most `c`. -/
theorem exists_re_around_mean (s : Multiset ℂ) (hs : s ≠ 0) (c : ℝ)
    (h : s.sum.re = s.card * c) : (∃ μ ∈ s, c ≤ μ.re) ∧ ∃ μ ∈ s, μ.re ≤ c := by
  have key : ∀ σ : ℝ, ∃ μ ∈ s, σ * c ≤ σ * μ.re := by
    intro σ
    by_contra hn
    have hlt : ∀ μ ∈ s, σ * μ.re < σ * c := fun μ hμ =>
      lt_of_not_ge fun hle => hn ⟨μ, hμ, hle⟩
    have bound : ∀ t : Multiset ℂ, (∀ μ ∈ t, σ * μ.re < σ * c) →
        σ * t.sum.re ≤ t.card * (σ * c) := by
      intro t
      induction t using Multiset.induction_on with
      | empty => intro _; simp
      | cons a t ih =>
        intro ht
        have h1 := ht a (Multiset.mem_cons_self a t)
        have h2 := ih fun μ hμ => ht μ (Multiset.mem_cons_of_mem hμ)
        rw [Multiset.sum_cons, Multiset.card_cons, Complex.add_re]
        push_cast
        linarith
    obtain ⟨a, ha⟩ := Multiset.exists_mem_of_ne_zero hs
    obtain ⟨t, rfl⟩ := Multiset.exists_cons_of_mem ha
    have h1 := hlt a ha
    have h2 := bound t fun μ hμ => hlt μ (Multiset.mem_cons_of_mem hμ)
    rw [Multiset.sum_cons, Multiset.card_cons, Complex.add_re] at h
    push_cast at h
    have h3 : σ * (a.re + t.sum.re) = σ * ((t.card + 1) * c) := by rw [h]
    linarith
  obtain ⟨μ, hμ, h1⟩ := key 1
  obtain ⟨ν, hν, h2⟩ := key (-1)
  exact ⟨⟨μ, hμ, by linarith⟩, ⟨ν, hν, by linarith⟩⟩

/-- For `d ≥ 2` and traceless jumps, remove one copy of the eigenvalue zero. Among the remaining
eigenvalues some decay rate `-Re μ` is at most `d ∑ tr (L k)ᴴ (L k) / (d² - 1)`, and some decay
rate is at least this value. -/
theorem decay_rate_bounds (H : Matrix n n ℂ) (L : ι → Matrix n n ℂ)
    (hd : 2 ≤ Fintype.card n) (hL : ∀ k, (L k).trace = 0) :
    (∃ μ ∈ (eigenvalues H L).erase 0, -μ.re ≤
      Fintype.card n * (∑ k, ((L k)ᴴ * L k).trace).re / ((Fintype.card n : ℝ) ^ 2 - 1)) ∧
    ∃ μ ∈ (eigenvalues H L).erase 0,
      Fintype.card n * (∑ k, ((L k)ᴴ * L k).trace).re / ((Fintype.card n : ℝ) ^ 2 - 1)
        ≤ -μ.re := by
  have : Nonempty n := Fintype.card_pos_iff.1 (by omega)
  have hcons := Multiset.cons_erase (zero_mem_eigenvalues H L)
  have hsum := sum_eigenvalues H L hL
  -- there are d² eigenvalues in all
  have hcard : (eigenvalues H L).card = Fintype.card n * Fintype.card n := by
    rw [eigenvalues, Polynomial.splits_iff_card_roots.1 (IsAlgClosed.splits _),
      LinearMap.charpoly_natDegree, Module.finrank_matrix, Module.finrank_self, mul_one]
  rw [← hcons, Multiset.sum_cons, zero_add] at hsum
  rw [← hcons, Multiset.card_cons] at hcard
  have hd' : (2 : ℝ) ≤ Fintype.card n := by exact_mod_cast hd
  have hpos : (0 : ℝ) < (Fintype.card n : ℝ) ^ 2 - 1 := by nlinarith
  have hc : (((eigenvalues H L).erase 0).card : ℝ) = (Fintype.card n : ℝ) ^ 2 - 1 := by
    have h : (((eigenvalues H L).erase 0).card : ℝ) + 1
        = Fintype.card n * Fintype.card n := by exact_mod_cast hcard
    linarith
  have hne : (eigenvalues H L).erase 0 ≠ 0 := by
    intro h0
    rw [h0, Multiset.card_zero, Nat.cast_zero] at hc
    linarith
  have hre : ((eigenvalues H L).erase 0).sum.re = ((eigenvalues H L).erase 0).card *
      (-(Fintype.card n * (∑ k, ((L k)ᴴ * L k).trace).re /
        ((Fintype.card n : ℝ) ^ 2 - 1))) := by
    rw [hsum, hc, mul_neg, mul_div_cancel₀ _ hpos.ne', Complex.mul_re, Complex.neg_re,
      Complex.neg_im, Complex.natCast_re, Complex.natCast_im]
    ring
  obtain ⟨⟨μ, hμ, h1⟩, ⟨ν, hν, h2⟩⟩ := exists_re_around_mean _ hne _ hre
  exact ⟨⟨μ, hμ, by linarith⟩, ⟨ν, hν, by linarith⟩⟩

end

end LindbladSpectralSum
```

```lean
#print axioms LindbladSpectralSum.decay_rate_bounds
-- 'LindbladSpectralSum.decay_rate_bounds' depends on axioms: [propext, Classical.choice, Quot.sound]
```

## From matrix units to the two bounds

`lindblad_apply` recovers the textbook formula from the sandwich maps. `trace_sandwich` computes the trace in the matrix-unit basis, with `hentry` supplying $A_{ii}B_{jj}$. `sum_eigenvalues` identifies the sum of the roots with the trace, then evaluates it term by term.

`trace_lindblad_apply` is the cyclicity argument. `zero_mem_eigenvalues` supposes the kernel trivial, obtains surjectivity from `LinearMap.injective_iff_surjective`, and contradicts the trace of the identity.

`exists_re_around_mean` treats both directions at once through a sign `σ`. If every member violated the inequality, induction would give a weak bound on the sum, and splitting off one member makes it strict, a contradiction. The values `1` and `-1` give the two conclusions.

`decay_rate_bounds` counts $d^2$ roots, since the polynomial splits over $\mathbb C$, erases one zero, and applies this lemma with mean $-\Gamma$.
